# Periodic charged sheets in a neutralising uniform background have a finite potential as screening vanishes

**Q:** You screen the Coulomb interaction before summing over periodic images, and remove the screening only afterwards. Isn't that a choice of answer as much as a choice of method?

**A:** It is a choice, and the result is about that choice. Take the screened interaction $e^{-kr}/r$ in Gaussian units, with $k>0$ the inverse screening length. A plane with unit charge per area, at distance $|z|$, then gives

$$v_k(z)=2\pi\int_{|z|}^{\infty}e^{-kr}\,dr=\frac{2\pi}{k}e^{-k|z|}.$$

The file takes this last expression as its definition, `sheetPotential`; the integral over the plane is the physics behind it.

```lean
import Mathlib

open Real Filter Topology MeasureTheory

namespace EwaldScreeningLimit

noncomputable section

/-- Screened potential, at distance `|z|`, of a planar sheet with unit charge per area; `k > 0` is
the inverse screening length. -/
def sheetPotential (k z : ℝ) : ℝ := 2 * π / k * Real.exp (-(k * |z|))
```

**Q:** And the periodic system?

**A:** Identical sheets sit at all integer multiples of $L$. Their potential is $V_k(z)=\sum_{n\in\mathbb Z}v_k(z+nL)$, called `latticePotential`.

```lean
/-- Screened potential at height `z` of unit charged sheets repeated with period `L`,
for `k > 0` and `L > 0`. -/
def latticePotential (k L z : ℝ) : ℝ := ∑' n : ℤ, sheetPotential k (z + n * L)
```

**Q:** The main theorem below, `screening_limit`, subtracts $4\pi/(k^2L)$ from $V_k(z)$ before letting $k$ go to zero. That looks like a divergence removed by hand.

**A:** It is the potential of a definite charge distribution. Fill space with uniform density $\rho$ and add up its slabs:

$$\int_{-\infty}^{\infty}\rho\,v_k(z-t)\,dt=\rho\,\frac{2\pi}{k}\cdot\frac{2}{k}=\frac{4\pi\rho}{k^2}.$$

One unit sheet per period has mean density $1/L$, so subtracting $4\pi/(k^2L)$ adds a background of density $-1/L$, screened in the same way as the sheets. The proof shifts the integration variable, folds the even integrand onto the half-line and rescales by $k$.

```lean
/-- For `k > 0`, a uniform charge density `ρ` filling space produces the constant screened
potential `4πρ/k²`. -/
theorem uniform_background {k : ℝ} (hk : 0 < k) (ρ z : ℝ) :
    ∫ t : ℝ, ρ * sheetPotential k (z - t) = 4 * π * ρ / k ^ 2 := by
  have h2 := integral_comp_mul_left_Ioi (fun t : ℝ => Real.exp (-t)) 0 hk
  simp only [mul_zero, integral_exp_neg_Ioi_zero, smul_eq_mul, mul_one] at h2
  have h3 : ∫ t : ℝ, Real.exp (-(k * |t|)) = 2 / k := by
    calc ∫ t : ℝ, Real.exp (-(k * |t|))
        = 2 * ∫ t in Set.Ioi (0 : ℝ), Real.exp (-(k * t)) :=
          integral_comp_abs (f := fun t : ℝ => Real.exp (-(k * t)))
      _ = 2 / k := by rw [h2]; ring
  rw [integral_const_mul, integral_sub_left_eq_self (sheetPotential k) volume z]
  simp only [sheetPotential]
  rw [integral_const_mul, h3]
  ring
```

**Q:** Lean gives an infinite sum a value even when it diverges. How do I know `latticePotential` means anything?

**A:** `hasSum_sheets` proves convergence for $k,L>0$ and $0\le z\le L$, together with the value. For $n\ge0$ the distance is $z+nL$; for $n=-(m+1)$ with $m\ge0$ it is $(L-z)+mL$. Both halves are geometric series with ratio $e^{-kL}<1$:

$$V_k(z)=\frac{2\pi}{k}\,\frac{e^{-kz}+e^{-k(L-z)}}{1-e^{-kL}}
=\frac{2\pi}{k}\,\frac{\cosh((L/2-z)k)}{\sinh(Lk/2)}.$$

The second form follows by taking $e^{-kL/2}$ out of numerator and denominator. In the code, `hright` and `hleft` are the two series, `HasSum.of_nat_of_neg_add_one` joins them, and `e1`, `e2`, `e3` extract the common factor.

```lean
/-- For `k, L > 0` and `0 ≤ z ≤ L`, the sum over all periodic images converges to `2π/k` times a
ratio of hyperbolic functions. -/
theorem hasSum_sheets {k L z : ℝ} (hk : 0 < k) (hL : 0 < L) (h0 : 0 ≤ z) (h1 : z ≤ L) :
    HasSum (fun n : ℤ => sheetPotential k (z + n * L))
      (2 * π / k * (Real.cosh ((L / 2 - z) * k) / Real.sinh (L / 2 * k))) := by
  have hr : Real.exp (-(k * L)) < 1 :=
    Real.exp_lt_one_iff.2 (by have := mul_pos hk hL; linarith)
  have hg := hasSum_geometric_of_lt_one (Real.exp_pos _).le hr
  have e : ∀ (w : ℝ) (n : ℕ), Real.exp (-(k * (w + n * L)))
      = Real.exp (-(k * w)) * Real.exp (-(k * L)) ^ n := by
    intro w n
    rw [← Real.exp_nat_mul, ← Real.exp_add]
    congr 1
    ring
  -- sheets at or below the observation point
  have hright : HasSum (fun n : ℕ => sheetPotential k (z + ((n : ℤ) : ℝ) * L))
      (2 * π / k * Real.exp (-(k * z)) * (1 - Real.exp (-(k * L)))⁻¹) := by
    have hf : (fun n : ℕ => sheetPotential k (z + ((n : ℤ) : ℝ) * L))
        = fun n : ℕ => 2 * π / k * Real.exp (-(k * z)) * Real.exp (-(k * L)) ^ n := by
      funext n
      rw [Int.cast_natCast, sheetPotential, abs_of_nonneg (by positivity), e]
      ring
    rw [hf]
    exact hg.mul_left _
  -- sheets at or above it
  have hleft : HasSum (fun n : ℕ => sheetPotential k (z + ((-((n : ℤ) + 1) : ℤ) : ℝ) * L))
      (2 * π / k * Real.exp (-(k * (L - z))) * (1 - Real.exp (-(k * L)))⁻¹) := by
    have hf : (fun n : ℕ => sheetPotential k (z + ((-((n : ℤ) + 1) : ℤ) : ℝ) * L))
        = fun n : ℕ => 2 * π / k * Real.exp (-(k * (L - z))) * Real.exp (-(k * L)) ^ n := by
      funext n
      have ha : z + ((-((n : ℤ) + 1) : ℤ) : ℝ) * L = -((L - z) + n * L) := by
        push_cast
        ring
      rw [ha, sheetPotential, abs_neg,
        abs_of_nonneg (add_nonneg (sub_nonneg.2 h1) (by positivity)), e]
      ring
    rw [hf]
    exact hg.mul_left _
  convert HasSum.of_nat_of_neg_add_one
    (f := fun n : ℤ => sheetPotential k (z + n * L)) hright hleft using 1
  -- extract the common factor exp(-kL/2)
  have e1 : Real.exp (-(k * z))
      = Real.exp (-(L / 2 * k)) * Real.exp ((L / 2 - z) * k) := by
    rw [← Real.exp_add]
    congr 1
    ring
  have e2 : Real.exp (-(k * (L - z)))
      = Real.exp (-(L / 2 * k)) * Real.exp (-((L / 2 - z) * k)) := by
    rw [← Real.exp_add]
    congr 1
    ring
  have e3 : 1 - Real.exp (-(k * L))
      = Real.exp (-(L / 2 * k)) * (2 * Real.sinh (L / 2 * k)) := by
    have a : Real.exp (-(L / 2 * k)) * Real.exp (L / 2 * k) = 1 := by
      rw [← Real.exp_add, neg_add_cancel, Real.exp_zero]
    have b : Real.exp (-(k * L)) = Real.exp (-(L / 2 * k)) * Real.exp (-(L / 2 * k)) := by
      rw [← Real.exp_add]
      congr 1
      ring
    rw [Real.sinh_eq]
    linear_combination -a - b
  have alg : ∀ u p m s : ℝ, u ≠ 0 → s ≠ 0 → 2 * π / k * ((p + m) / 2 / s)
      = 2 * π / k * (u * p) * (u * (2 * s))⁻¹ + 2 * π / k * (u * m) * (u * (2 * s))⁻¹ := by
    intro u p m s hu hs
    field_simp
  rw [e1, e2, e3, Real.cosh_eq]
  exact alg _ _ _ _ (Real.exp_pos _).ne' (Real.sinh_pos_iff.2 (by positivity)).ne'
```

**Q:** Now you need small $k$, and two divergent terms have to cancel. How far must the expansion go?

**A:** To third order in the exponential. Define

$$R_c(k)=\frac{e^{ck}-1-ck-(ck)^2/2}{k^3}.$$

For $|ck|\le1$, the Taylor remainder bound gives $|R_c(k)-c^3/6|\le\frac{5}{96}|c|^4k$, so $R_c(k)\to c^3/6$. The proof applies Mathlib's `Real.exp_bound` with four terms and then squeezes.

```lean
/-- The third-order Taylor coefficient of `exp (c k)` as `k → 0+`. -/
theorem exp_third_order (c : ℝ) :
    Tendsto (fun k : ℝ => (Real.exp (c * k) - 1 - c * k - (c * k) ^ 2 / 2) / k ^ 3)
      (𝓝[>] 0) (𝓝 (c ^ 3 / 6)) := by
  have hlim : Tendsto (fun k : ℝ => |c| ^ 4 * (5 / 96) * k) (𝓝[>] 0) (𝓝 0) := by
    have h : Continuous fun k : ℝ => |c| ^ 4 * (5 / 96) * k := by fun_prop
    have h0 := (h.tendsto 0).mono_left (nhdsWithin_le_nhds (s := Set.Ioi 0))
    rwa [mul_zero] at h0
  have hsmall : ∀ᶠ k : ℝ in 𝓝[>] 0, |c * k| ≤ 1 := by
    have h : Continuous fun k : ℝ => |c * k| := by fun_prop
    exact ((h.tendsto 0).mono_left nhdsWithin_le_nhds).eventually_le_const (by simp)
  rw [tendsto_iff_norm_sub_tendsto_zero]
  refine squeeze_zero' (Eventually.of_forall fun _ => norm_nonneg _) ?_ hlim
  filter_upwards [hsmall, self_mem_nhdsWithin] with k hk hk0
  have hk0 : 0 < k := hk0
  have hb := Real.exp_bound hk (n := 4) (by norm_num)
  have hs : ∑ m ∈ Finset.range 4, (c * k) ^ m / (m.factorial : ℝ)
      = 1 + c * k + (c * k) ^ 2 / 2 + (c * k) ^ 3 / 6 := by
    norm_num [Finset.sum_range_succ, Nat.factorial]
  have hn : ((Nat.succ 4 : ℕ) : ℝ) / ((Nat.factorial 4 : ℕ) * ((4 : ℕ) : ℝ)) = 5 / 96 := by
    norm_num [Nat.factorial]
  rw [hs] at hb
  have alg : ∀ E : ℝ, (E - 1 - c * k - (c * k) ^ 2 / 2) / k ^ 3 - c ^ 3 / 6
      = (E - (1 + c * k + (c * k) ^ 2 / 2 + (c * k) ^ 3 / 6)) / k ^ 3 := by
    intro E
    field_simp
    ring
  rw [Real.norm_eq_abs, alg, abs_div, abs_of_pos (pow_pos hk0 3),
    div_le_iff₀ (pow_pos hk0 3)]
  calc _ ≤ |c * k| ^ 4 * (((Nat.succ 4 : ℕ) : ℝ) / ((Nat.factorial 4 : ℕ) * ((4 : ℕ) : ℝ))) := hb
    _ = |c| ^ 4 * (5 / 96) * k * k ^ 3 := by
      rw [hn, abs_mul, abs_of_pos hk0]
      ring
```

The limits needed for the hyperbolic functions follow from those of $R_c$. First,

$$\frac{\cosh(ak)-1}{k^2}=\frac{k}{2}\bigl(R_a(k)+R_{-a}(k)\bigr)+\frac{a^2}{2}\to\frac{a^2}{2}.$$

```lean
/-- The leading small-`k` behaviour of `cosh (a k) - 1` is `a² k² / 2`. -/
theorem cosh_second_order (a : ℝ) :
    Tendsto (fun k : ℝ => (Real.cosh (a * k) - 1) / k ^ 2) (𝓝[>] 0) (𝓝 (a ^ 2 / 2)) := by
  have hid : Tendsto (fun k : ℝ => k) (𝓝[>] 0) (𝓝 0) := nhdsWithin_le_nhds
  have h := ((hid.mul ((exp_third_order a).add (exp_third_order (-a)))).div_const 2).add_const
    (a ^ 2 / 2)
  rw [show (0 : ℝ) * (a ^ 3 / 6 + (-a) ^ 3 / 6) / 2 + a ^ 2 / 2 = a ^ 2 / 2 by ring] at h
  refine h.congr' ?_
  filter_upwards [self_mem_nhdsWithin] with k hk
  have hk : k ≠ 0 := ne_of_gt hk
  simp only [Real.cosh_eq, neg_mul]
  generalize Real.exp (a * k) = p
  generalize Real.exp (-(a * k)) = m
  field_simp
  ring
```

Similarly,

$$\frac{\sinh(bk)-bk}{k^3}=\frac{R_b(k)-R_{-b}(k)}{2}\to\frac{b^3}{6}.$$

```lean
/-- The leading small-`k` behaviour of `sinh (b k) - b k` is `b³ k³ / 6`. -/
theorem sinh_third_order (b : ℝ) :
    Tendsto (fun k : ℝ => (Real.sinh (b * k) - b * k) / k ^ 3) (𝓝[>] 0) (𝓝 (b ^ 3 / 6)) := by
  have h := ((exp_third_order b).sub (exp_third_order (-b))).div_const 2
  rw [show (b ^ 3 / 6 - (-b) ^ 3 / 6) / 2 = b ^ 3 / 6 by ring] at h
  refine h.congr' ?_
  filter_upwards [self_mem_nhdsWithin] with k hk
  have hk : k ≠ 0 := ne_of_gt hk
  simp only [Real.sinh_eq, neg_mul]
  generalize Real.exp (b * k) = p
  generalize Real.exp (-(b * k)) = m
  field_simp
  ring
```

**Q:** Show me the cancellation itself.

**A:** Put $a=L/2-z$, $b=L/2$, $C=\cosh(ak)$ and $S=\sinh(bk)$. Since $4\pi/(k^2L)=2\pi/(k^2b)$,

$$V_k(z)-\frac{4\pi}{k^2L}
=2\pi\,\frac{bkC-S}{bk^2S}
=2\pi\,\frac{b\,\dfrac{C-1}{k^2}-\dfrac{S-bk}{k^3}}{b\,S/k}.$$

Every quotient on the right has a finite limit, with $S/k\to b$. Hence the limit is

$$2\pi\,\frac{ba^2/2-b^3/6}{b^2}
=2\pi\left(\frac{(L/2-z)^2}{L}-\frac{L}{12}\right)
=2\pi\left(\frac{z^2}{L}-z+\frac L6\right).$$

That is `screening_limit`. Its filter `𝓝[>] 0` says that $k$ approaches zero through positive values, and $z$ is held fixed. In the proof, `hC`, `hS` and `hD` are the three limits, and `alg` is the rearrangement above.

```lean
/-- For `L > 0` and `0 ≤ z ≤ L`, the screened potential of the periodic sheets minus
`4π/(k²L)` tends to `2π(z²/L - z + L/6)` as the screening vanishes. -/
theorem screening_limit {L z : ℝ} (hL : 0 < L) (h0 : 0 ≤ z) (h1 : z ≤ L) :
    Tendsto (fun k : ℝ => latticePotential k L z - 4 * π / (k ^ 2 * L)) (𝓝[>] 0)
      (𝓝 (2 * π * (z ^ 2 / L - z + L / 6))) := by
  have hid : Tendsto (fun k : ℝ => k) (𝓝[>] 0) (𝓝 0) := nhdsWithin_le_nhds
  have hC := cosh_second_order (L / 2 - z)
  have hS := sinh_third_order (L / 2)
  have hD : Tendsto (fun k : ℝ => Real.sinh (L / 2 * k) / k) (𝓝[>] 0) (𝓝 (L / 2)) := by
    have h := ((hid.pow 2).mul hS).add_const (L / 2)
    rw [show (0 : ℝ) ^ 2 * ((L / 2) ^ 3 / 6) + L / 2 = L / 2 by ring] at h
    refine h.congr' ?_
    filter_upwards [self_mem_nhdsWithin] with k hk
    have hk : k ≠ 0 := ne_of_gt hk
    generalize Real.sinh (L / 2 * k) = S
    field_simp
    ring
  have h := (((hC.const_mul (L / 2)).sub hS).const_mul (2 * π)).div (hD.const_mul (L / 2))
    (by positivity)
  have hlim : 2 * π * (L / 2 * ((L / 2 - z) ^ 2 / 2) - (L / 2) ^ 3 / 6) / (L / 2 * (L / 2))
      = 2 * π * (z ^ 2 / L - z + L / 6) := by
    field_simp
    ring
  rw [hlim] at h
  refine h.congr' ?_
  -- the poles in 1/k² cancel between the sheets and the background
  filter_upwards [self_mem_nhdsWithin] with k hk
  have hk : 0 < k := hk
  have hS0 : Real.sinh (L / 2 * k) ≠ 0 := (Real.sinh_pos_iff.2 (by positivity)).ne'
  have alg : ∀ C S : ℝ, S ≠ 0 →
      2 * π * (L / 2 * ((C - 1) / k ^ 2) - (S - L / 2 * k) / k ^ 3) / (L / 2 * (S / k))
      = 2 * π / k * (C / S) - 4 * π / (k ^ 2 * L) := by
    intro C S hS
    field_simp
    ring
  rw [latticePotential, (hasSum_sheets hk hL h0 h1).tsum_eq]
  exact alg _ _ hS0
```

**Q:** Give me a case I can check quickly.

**A:** Stand on a sheet, $z=0$. Then $V_k(0)=(2\pi/k)\coth(Lk/2)$, and $\coth x=1/x+x/3+O(x^3)$ gives $4\pi/(k^2L)+\pi L/3+O(k^2)$. The formula also gives $\pi L/3$.

**Q:** Was the background needed, or would the sheets alone have settled down?

**A:** They would not. $V_k(z)$ is the subtracted potential, which converges, plus $4\pi/(k^2L)$, which goes to $+\infty$. The code adds the two limits with `add_atTop`.

```lean
/-- For `L > 0` and `0 ≤ z ≤ L`, the unsubtracted potential of the periodic sheets diverges
to `+∞` as the screening vanishes. -/
theorem unsubtracted_diverges {L z : ℝ} (hL : 0 < L) (h0 : 0 ≤ z) (h1 : z ≤ L) :
    Tendsto (fun k : ℝ => latticePotential k L z) (𝓝[>] 0) atTop := by
  have hinv : Tendsto (fun k : ℝ => k⁻¹) (𝓝[>] 0) atTop := tendsto_inv_nhdsGT_zero
  have hb : Tendsto (fun k : ℝ => 4 * π / L * (k⁻¹) ^ 2) (𝓝[>] 0) atTop :=
    ((tendsto_pow_atTop two_ne_zero).comp hinv).const_mul_atTop (by positivity)
  refine ((screening_limit hL h0 h1).add_atTop hb).congr fun k => ?_
  have e : 4 * π / (k ^ 2 * L) = 4 * π / L * (k⁻¹) ^ 2 := by
    rw [div_eq_mul_inv, mul_inv, inv_pow]
    ring
  rw [e]
  ring
```

**Q:** My simulation cells are neutral already, and I put no background in them.

**A:** Then the backgrounds cancel among the charges. The argument needs the potential at signed separations, so it first uses evenness: replacing $n$ by $-n$ in the sum shows $V_k(-z)=V_k(z)$.

```lean
/-- The potential of the periodic sheets is the same at height `|z|` as at height `z`. -/
theorem latticePotential_abs (k L z : ℝ) :
    latticePotential k L |z| = latticePotential k L z := by
  rcases abs_choice z with h | h
  · rw [h]
  · rw [h]
    have hs := (Equiv.neg ℤ).tsum_eq (fun n : ℤ => sheetPotential k (-z + n * L))
    refine hs.symm.trans (tsum_congr fun n => ?_)
    change sheetPotential k (-z + ((-n : ℤ) : ℝ) * L) = _
    have e : -z + ((-n : ℤ) : ℝ) * L = -(z + n * L) := by
      push_cast
      ring
    rw [e]
    simp only [sheetPotential, abs_neg]
```

Now let finitely many sheets per period have charges per area $q_i$ at heights $x_i$, with $\sum_i q_i=0$ and $|z-x_i|\le L$ for each $i$. Apply the main limit at each $|z-x_i|$, multiply by $q_i$ and add. Neutrality removes both $\sum_i q_i\,4\pi/(k^2L)$ and $\sum_i q_i\,L/6$, leaving

$$\sum_i q_iV_k(z-x_i)\to2\pi\sum_i q_i\left(\frac{(z-x_i)^2}{L}-|z-x_i|\right).$$

In `neutral_cell_limit`, `hq` is neutrality and `hx` is the distance condition, which keeps every separation within the range of the main formula.

```lean
/-- For `L > 0` and finitely many sheets per period, with charges per area `q i` at heights `x i`,
total charge zero and `|z - x i| ≤ L`, the periodic screened potential has a finite limit as the
screening vanishes, without any subtraction. -/
theorem neutral_cell_limit {ι : Type*} [Fintype ι] {L z : ℝ} (hL : 0 < L) (q x : ι → ℝ)
    (hq : ∑ i, q i = 0) (hx : ∀ i, |z - x i| ≤ L) :
    Tendsto (fun k : ℝ => ∑ i, q i * latticePotential k L (z - x i)) (𝓝[>] 0)
      (𝓝 (2 * π * ∑ i, q i * ((z - x i) ^ 2 / L - |z - x i|))) := by
  have h : Tendsto
      (fun k : ℝ => ∑ i, q i * (latticePotential k L |z - x i| - 4 * π / (k ^ 2 * L))) (𝓝[>] 0)
      (𝓝 (∑ i, q i * (2 * π * (|z - x i| ^ 2 / L - |z - x i| + L / 6)))) :=
    tendsto_finsetSum Finset.univ fun i _ =>
      (screening_limit hL (abs_nonneg (z - x i)) (hx i)).const_mul (q i)
  have e : ∀ i, q i * (2 * π * (|z - x i| ^ 2 / L - |z - x i| + L / 6))
      = 2 * π * (q i * ((z - x i) ^ 2 / L - |z - x i|)) + q i * (2 * π * (L / 6)) := by
    intro i
    rw [sq_abs]
    ring
  -- neutrality removes both the backgrounds and the constant L/6
  rw [Finset.sum_congr rfl fun i _ => e i, Finset.sum_add_distrib, ← Finset.mul_sum,
    ← Finset.sum_mul, hq, zero_mul, add_zero] at h
  refine h.congr fun k => ?_
  simp only [latticePotential_abs, mul_sub, Finset.sum_sub_distrib, ← Finset.sum_mul, hq,
    zero_mul, sub_zero]

end

end EwaldScreeningLimit
```

```lean
#print axioms EwaldScreeningLimit.uniform_background
#print axioms EwaldScreeningLimit.unsubtracted_diverges
#print axioms EwaldScreeningLimit.neutral_cell_limit
```

```
'EwaldScreeningLimit.uniform_background' depends on axioms: [propext, Classical.choice, Quot.sound]
'EwaldScreeningLimit.unsubtracted_diverges' depends on axioms: [propext, Classical.choice, Quot.sound]
'EwaldScreeningLimit.neutral_cell_limit' depends on axioms: [propext, Classical.choice, Quot.sound]
```

**Q:** So what may I take from this for a plane-wave calculation?

**A:** Plane-wave codes leave out the divergent zero-wavevector Coulomb term for a neutral cell, and here you see the matching cancellation for uniform planar sheets, where only one coordinate matters. The theorems concern potentials at a fixed height under this particular screening. They do not treat point charges, the three-dimensional Ewald energy, or other ways of summing the images, so your doubt about the choice of method remains fair for those.
